# The spin-1/2 operator exp(−iκxσ_y) is a real 2×2 rotation matrix with angle κx

For any real numbers κ and x, the theorem states that the matrix exponential exp(−iκxσ_y), acting on the two components of a spin-1/2, has rows (cos κx, −sin κx) and (sin κx, cos κx). This is an identity between 2×2 complex matrices, and no Hamiltonian enters it. The attempt diagonalises σ_y with a matrix whose columns are the unnormalised eigenvectors (1, i) and (1, −i). It then exponentiates the two diagonal entries, rewrites them by Euler's formula and multiplies the matrices back together.

As first written in Lean, the proof fails:

```lean
import Mathlib

open Matrix
open NormedSpace
open Complex (I)

namespace RashbaWireGauge

noncomputable section

/-- The Pauli matrix `σ_y`. -/
def sigmaY : Matrix (Fin 2) (Fin 2) ℂ := !![0, -I; I, 0]

/-- The spin rotation `exp(-i κ x σ_y)`. -/
def gauge (κ x : ℝ) : Matrix (Fin 2) (Fin 2) ℂ :=
  NormedSpace.exp ((-(I * ((κ * x : ℝ) : ℂ))) • sigmaY)

/-- The exponential `exp(-i κ x σ_y)` is the real rotation by the angle `κ x`. -/
theorem gauge_eq_rotation (κ x : ℝ) :
    gauge κ x = !![(Real.cos (κ * x) : ℂ), -(Real.sin (κ * x) : ℂ);
      (Real.sin (κ * x) : ℂ), (Real.cos (κ * x) : ℂ)] := by
  unfold gauge
  generalize κ * x = t
  -- the columns of `P` are the eigenvectors of `σ_y`
  let P : (Matrix (Fin 2) (Fin 2) ℂ)ˣ :=
    ⟨!![1, 1; I, -I], !![1 / 2, -I / 2; 1 / 2, I / 2],
      by
        ext i j
        fin_cases i <;> fin_cases j <;> simp [Matrix.mul_apply, Fin.sum_univ_two] <;>
          (try ring_nf) <;> (try simp only [Complex.I_sq]) <;> (try ring),
      by
        ext i j
        fin_cases i <;> fin_cases j <;> simp [Matrix.mul_apply, Fin.sum_univ_two] <;>
          (try ring_nf) <;> (try simp only [Complex.I_sq]) <;> (try ring)⟩
  have key : ∀ a b : ℂ, (P : Matrix (Fin 2) (Fin 2) ℂ) * diagonal ![a, b] *
      ((P⁻¹ : (Matrix (Fin 2) (Fin 2) ℂ)ˣ) : Matrix (Fin 2) (Fin 2) ℂ) =
      !![(a + b) / 2, I * (b - a) / 2; I * (a - b) / 2, (a + b) / 2] := by
    intro a b
    change !![1, 1; I, -I] * diagonal ![a, b] * !![1 / 2, -I / 2; 1 / 2, I / 2] = _
    ext i j
    fin_cases i <;> fin_cases j <;>
      simp [Matrix.mul_apply, Fin.sum_univ_two, Matrix.diagonal] <;>
      (try ring_nf) <;> (try simp only [Complex.I_sq]) <;> (try ring)
  have h : (-(I * (t : ℂ))) • sigmaY = (P : Matrix (Fin 2) (Fin 2) ℂ) *
      diagonal ![-(I * (t : ℂ)), I * (t : ℂ)] *
      ((P⁻¹ : (Matrix (Fin 2) (Fin 2) ℂ)ˣ) : Matrix (Fin 2) (Fin 2) ℂ) := by
    rw [key]
    ext i j
    fin_cases i <;> fin_cases j <;> simp [sigmaY] <;> (try ring)
  have he : NormedSpace.exp ![-(I * (t : ℂ)), I * (t : ℂ)] =
      ![(Real.cos t : ℂ) - Real.sin t * I, (Real.cos t : ℂ) + Real.sin t * I] := by
    ext i
    rw [Pi.exp_apply, ← Complex.exp_eq_exp_ℂ, Complex.ofReal_cos, Complex.ofReal_sin]
    fin_cases i
    · change Complex.exp (-(I * (t : ℂ))) = Complex.cos t - Complex.sin t * I
      rw [show -(I * (t : ℂ)) = (-(t : ℂ)) * I by ring, Complex.exp_mul_I,
        Complex.cos_neg, Complex.sin_neg]
      ring
    · change Complex.exp (I * (t : ℂ)) = Complex.cos t + Complex.sin t * I
      rw [mul_comm, Complex.exp_mul_I]
  rw [h, Matrix.exp_units_conj, Matrix.exp_diagonal, he, key]
  generalize (Real.cos t : ℂ) = c
  generalize (Real.sin t : ℂ) = s
  congr 1
  ext i j
  fin_cases i <;> fin_cases j <;> simp <;>
    (try ring_nf) <;> (try simp only [Complex.I_sq]) <;> (try ring)

end

end RashbaWireGauge
```

The compiler's answer:

```
Try this:
  [apply] ring_nf
  
  The `ring` tactic failed to close the goal. Use `ring_nf` to obtain a normal form.
    
  Note that `ring` works primarily in *commutative* rings. If you have a noncommutative ring, abelian group or module, consider using `noncomm_ring`, `abel` or `module` instead.
Try this:
  [apply] ring_nf
  
  The `ring` tactic failed to close the goal. Use `ring_nf` to obtain a normal form.
    
  Note that `ring` works primarily in *commutative* rings. If you have a noncommutative ring, abelian group or module, consider using `noncomm_ring`, `abel` or `module` instead.
Main.lean:37:72: error: unsolved goals
case «0».«0»
κ x t : ℝ
P : (Matrix (Fin 2) (Fin 2) ℂ)ˣ :=
  { val := !![1, 1; I, -I], inv := !![1 / 2, -I / 2; 1 / 2, I / 2], val_inv := ⋯, inv_val := ⋯ }
a b : ℂ
⊢ vecHead (fun i j => if i = j then ![a, b] i else 0) 0 * (1 / 2) +
          vecHead (vecTail fun i j => if i = j then ![a, b] i else 0) 0 * (1 / 2) +
        vecHead (fun i j => if i = j then ![a, b] i else 0) 1 * (1 / 2) +
      vecHead (vecTail fun i j => if i = j then ![a, b] i else 0) 1 * (1 / 2) =
    a * (1 / 2) + b * (1 / 2)

case «0».«1»
κ x t : ℝ
P : (Matrix (Fin 2) (Fin 2) ℂ)ˣ :=
  { val := !![1, 1; I, -I], inv := !![1 / 2, -I / 2; 1 / 2, I / 2], val_inv := ⋯, inv_val := ⋯ }
a b : ℂ
⊢ vecHead (fun i j => if i = j then ![a, b] i else 0) 0 * I * (-1 / 2) +
          I * vecHead (vecTail fun i j => if i = j then ![a, b] i else 0) 0 * (-1 / 2) +
        I * vecHead (fun i j => if i = j then ![a, b] i else 0) 1 * (1 / 2) +
      I * vecHead (vecTail fun i j => if i = j then ![a, b] i else 0) 1 * (1 / 2) =
    I * b * (1 / 2) + I * a * (-1 / 2)

case «1».«0»
κ x t : ℝ
P : (Matrix (Fin 2) (Fin 2) ℂ)ˣ :=
  { val := !![1, 1; I, -I], inv := !![1 / 2, -I / 2; 1 / 2, I / 2], val_inv := ⋯, inv_val := ⋯ }
a b : ℂ
⊢ I * vecHead (fun i j => if i = j then ![a, b] i else 0) 0 * (1 / 2) +
          I * vecHead (vecTail fun i j => if i = j then ![a, b] i else 0) 0 * (-1 / 2) +
        I * vecHead (fun i j => if i = j then ![a, b] i else 0) 1 * (1 / 2) +
      I * vecHead (vecTail fun i j => if i = j then ![a, b] i else 0) 1 * (-1 / 2) =
    I * a * (1 / 2) + I * b * (-1 / 2)

case «1».«1»
κ x t : ℝ
P : (Matrix (Fin 2) (Fin 2) ℂ)ˣ :=
  { val := !![1, 1; I, -I], inv := !![1 / 2, -I / 2; 1 / 2, I / 2], val_inv := ⋯, inv_val := ⋯ }
a b : ℂ
⊢ vecHead (fun i j => if i = j then ![a, b] i else 0) 0 * (1 / 2) +
          vecHead (vecTail fun i j => if i = j then ![a, b] i else 0) 0 * (-1 / 2) +
        vecHead (fun i j => if i = j then ![a, b] i else 0) 1 * (-1 / 2) +
      vecHead (vecTail fun i j => if i = j then ![a, b] i else 0) 1 * (1 / 2) =
    a * (1 / 2) + b * (1 / 2)
Main.lean:53:8: error(lean.unknownIdentifier): Unknown identifier `Pi.exp_apply`
```

Cause. There are two errors. In `key`, `simp` was told to unfold `Matrix.diagonal`, which turned the diagonal matrix into a function with an `if`. The goals were left with `vecHead` and `vecTail` applied to that function, never evaluated to `a`, `b` or 0, so `ring` could not prove them. The "Try this" notes say only that `ring` failed to close a goal. The repair first proves `hD`, that the diagonal matrix is the literal `!![a, 0; 0, b]`, and rewrites with it, so that `simp` finds explicit entries to multiply.

The second error is that Lean knows no `Pi.exp_apply`. The step needed is that the exponential of a vector of complex numbers is taken entry by entry. The repair proves this as `hp`, using `NormedSpace.map_exp`: evaluation at index `i` is a continuous ring homomorphism, so it commutes with the exponential.

Moving `simp only [Complex.I_sq]` and `ring` into `all_goals`, in `key` and in the first inverse proof of `P`, is mere tidying.

After these edits no error is left:

```diff
@@ -28,5 +28,6 @@
         ext i j
         fin_cases i <;> fin_cases j <;> simp [Matrix.mul_apply, Fin.sum_univ_two] <;>
-          (try ring_nf) <;> (try simp only [Complex.I_sq]) <;> (try ring),
+          (try ring_nf)
+        all_goals (simp only [Complex.I_sq]; ring),
       by
         ext i j
@@ -37,9 +38,14 @@
       !![(a + b) / 2, I * (b - a) / 2; I * (a - b) / 2, (a + b) / 2] := by
     intro a b
+    have hD : diagonal ![a, b] = !![a, 0; 0, b] := by
+      ext i j
+      fin_cases i <;> fin_cases j <;> rfl
     change !![1, 1; I, -I] * diagonal ![a, b] * !![1 / 2, -I / 2; 1 / 2, I / 2] = _
+    rw [hD]
     ext i j
     fin_cases i <;> fin_cases j <;>
-      simp [Matrix.mul_apply, Fin.sum_univ_two, Matrix.diagonal] <;>
-      (try ring_nf) <;> (try simp only [Complex.I_sq]) <;> (try ring)
+      simp [Matrix.mul_apply, Fin.sum_univ_two] <;>
+      (try ring_nf)
+    all_goals (simp only [Complex.I_sq]; ring)
   have h : (-(I * (t : ℂ))) • sigmaY = (P : Matrix (Fin 2) (Fin 2) ℂ) *
       diagonal ![-(I * (t : ℂ)), I * (t : ℂ)] *
@@ -51,5 +57,7 @@
       ![(Real.cos t : ℂ) - Real.sin t * I, (Real.cos t : ℂ) + Real.sin t * I] := by
     ext i
-    rw [Pi.exp_apply, ← Complex.exp_eq_exp_ℂ, Complex.ofReal_cos, Complex.ofReal_sin]
+    have hp (v : Fin 2 → ℂ) : NormedSpace.exp v i = NormedSpace.exp (v i) :=
+      NormedSpace.map_exp (Pi.evalRingHom (fun _ : Fin 2 => ℂ) i) (continuous_apply i) v
+    rw [hp, ← Complex.exp_eq_exp_ℂ, Complex.ofReal_cos, Complex.ofReal_sin]
     fin_cases i
     · change Complex.exp (-(I * (t : ℂ))) = Complex.cos t - Complex.sin t * I
```
